# In a finite system, commutators of conserved charges bound the ground-state degeneracy from below

## Two charges, but how many partner states?

If I treat a degenerate ground state as a single one, perturbation theory built on it can be wrong already at first order, because the perturbation mixes in partners that I left out. My eigensolver has returned one lowest vector $p$ and says nothing about partners. I do know several conserved charges that don't commute with each other. A charge that doesn't annihilate $p$ turns it into a state of the same energy, so I first counted one partner per charge. For a spin-½ pointing up that fails: $\sigma_x$ and $\sigma_y$ both lead to the same spin-down state. How many partners can I be sure of, if all I use is the expectation values of the charges' commutators in $p$?

## At least half the rank of the commutator matrix

Take Hermitian $n\times n$ matrices $H$ and $Q_0,\dots,Q_{m-1}$, with every $Q_a$ commuting with $H$. Write $\langle x,y\rangle=\sum_i \bar x_i y_i$, and let $p$ be a unit ground state with energy $E=\langle p,Hp\rangle$. Form the real antisymmetric matrix

$$M_{ab}=-i\langle p,(Q_aQ_b-Q_bQ_a)p\rangle .$$

If $M$ has rank $r$ and the ground level has complex dimension $d$, then $d\ge 1+r/2$. You are sure of $r/2$ partners. The half appears because one complex state offers two real directions: $\sigma_x$ sends up to down, and $\sigma_y$ sends it to $i$ times down.

**The state is an eigenvector.** Since $p$ minimises the energy, $A=H-E$ satisfies $\langle x,Ax\rangle\ge0$ for all $x$, and $\langle p,Ap\rangle=0$. Expand $p$ in eigenvectors of $A$, with coefficients $c_k$ and eigenvalues $\lambda_k\ge0$. Then $\sum_k\lambda_k|c_k|^2=0$, so $c_k=0$ wherever $\lambda_k>0$, and $Hp=Ep$.

**The commutator is an imaginary part.** Put $z=\langle Q_ap,Q_bp\rangle$. Hermiticity gives $\langle p,Q_aQ_bp\rangle=z$ and $\langle p,Q_bQ_ap\rangle=\bar z$, hence $M_{ab}=-i(z-\bar z)=2\,\mathrm{Im}\,z$.

**Remove the part along $p$.** Let $q_a=\langle p,Q_ap\rangle$, which is real, and $v_a=Q_ap-q_ap$. Then $\langle p,v_a\rangle=0$, and
$$Hv_a=Q_aHp-q_aHp=Ev_a .$$
Because $\langle p,v_b\rangle=0$,
$$\langle v_a,v_b\rangle=\langle Q_ap,v_b\rangle=\langle Q_ap,Q_bp\rangle-q_aq_b .$$
The subtracted product is real, so $M_{ab}=2\,\mathrm{Im}\langle v_a,v_b\rangle$.

**Count dimensions.** Let $W$ be the space of vectors in the level that are orthogonal to $p$. It misses $p$, so its complex dimension is at most $d-1$ and its real dimension at most $2(d-1)$. For real coefficients $c_b$,
$$(Mc)_a=2\,\mathrm{Im}\Big\langle v_a,\sum_b c_bv_b\Big\rangle .$$
The range of $M$ is therefore contained in the image of $W$ under a real-linear map. Hence $r\le2(d-1)$, which is the bound.

**Numbers for your doublet.** Let three states have energies $0,0,1$, with $Q_0=\sigma_x$ and $Q_1=\sigma_y$ on the first two, and $p=(1,0,0)$. Then $Q_0p=(0,1,0)$ and $Q_1p=(0,i,0)$, their overlap is $i$, and
$$M=\begin{pmatrix}0&2\\-2&0\end{pmatrix},\qquad \det M=4 .$$
The rank is 2 and the bound gives $d\ge2$, which is the true value. The bound need not be sharp: for a degenerate spin-1 triplet in the state of maximal $S_z$, the three spin components again give rank 2, while $d=3$.

In the Lean code below, `star x ⬝ᵥ y` is $\langle x,y\rangle$ and `*ᵥ` applies a matrix to a vector. The finite type `n` labels an orthonormal basis, and `Fin m` labels the charges from 0. `energy H x` is $\mathrm{Re}\langle x,Hx\rangle$ without normalisation; the expectation value for nonzero $x$ is this number divided by $\langle x,x\rangle$. `IsGroundState` says that $p$ has unit norm and that no vector has a lower expectation value. `level H E` is the eigenspace, and `chargeMatrix Q p` is $M$.

The main theorem, `ground_degeneracy`, states $r+2\le2d$ in natural numbers, which avoids rounding in $r/2$. `level_degeneracy` gives the same bound for any unit eigenvector, so it also serves excited levels. `degenerate_of_commutator` says that a single nonzero commutator expectation forces $d\ge2$.

For a finite spin cluster or a full configuration-interaction matrix, the bound tells you a minimum number of lowest roots to request, provided that the charges are exactly conserved and act within the basis used. A basis restricted to one value of $S_z$ doesn't allow $S_x$ and $S_y$ as charges, because they connect different values of $S_z$; the partners they lead to are then missing from the matrix. A mean-field state that is best only within a restricted family doesn't qualify unless it is also an exact eigenvector. Despite the Goldstone name in the code, the zero modes here are exactly degenerate states of a finite matrix. The passage to an infinite system, where one asks for gapless modes at small momentum, is a further step that these hypotheses don't supply.

```lean
import Mathlib

open Matrix
open scoped ComplexOrder

namespace GoldstoneCharges

noncomputable section

variable {n : Type*} [Fintype n] [DecidableEq n] {m : ℕ}

/-- The energy expectation `⟨x, H x⟩` (its real part) of a vector `x`. -/
def energy (H : Matrix n n ℂ) (x : n → ℂ) : ℝ := (star x ⬝ᵥ H *ᵥ x).re

/-- A ground state is a unit vector `p` whose energy is a lower bound:
`⟨x, H x⟩ ≥ ⟨p, H p⟩ ⟨x, x⟩` for every vector `x`. -/
def IsGroundState (H : Matrix n n ℂ) (p : n → ℂ) : Prop :=
  star p ⬝ᵥ p = 1 ∧ ∀ x, energy H p * (star x ⬝ᵥ x).re ≤ energy H x

/-- The energy level `E`: the space of all solutions of `H x = E x`. -/
def level (H : Matrix n n ℂ) (E : ℂ) : Submodule ℂ (n → ℂ) :=
  Module.End.eigenspace (Matrix.toLin' H) E

/-- The real matrix with entries `-i ⟨p, (Q_a Q_b - Q_b Q_a) p⟩` (real parts). -/
def chargeMatrix (Q : Fin m → Matrix n n ℂ) (p : n → ℂ) : Matrix (Fin m) (Fin m) ℝ :=
  Matrix.of fun a b => (-Complex.I * (star p ⬝ᵥ (Q a * Q b - Q b * Q a) *ᵥ p)).re

/-- The zero modes over `p`: vectors of the level `E` that are orthogonal to `p`. -/
def zeroModes (H : Matrix n n ℂ) (E : ℂ) (p : n → ℂ) : Submodule ℂ (n → ℂ) where
  carrier := {x | H *ᵥ x = E • x ∧ star p ⬝ᵥ x = 0}
  add_mem' := by
    rintro x y ⟨hx, hx'⟩ ⟨hy, hy'⟩
    exact ⟨by rw [mulVec_add, hx, hy, smul_add], by rw [dotProduct_add, hx', hy', add_zero]⟩
  zero_mem' := by simp
  smul_mem' := by
    rintro c x ⟨hx, hx'⟩
    exact ⟨by rw [mulVec_smul, hx, smul_comm], by rw [dotProduct_smul, hx', smul_zero]⟩

omit [DecidableEq n] in
/-- Exchanging the two states conjugates their overlap. -/
theorem conj_overlap (x y : n → ℂ) : star (star x ⬝ᵥ y) = star y ⬝ᵥ x := by
  simp only [dotProduct, star_sum, star_mul', Pi.star_apply, star_star]
  exact Finset.sum_congr rfl fun i _ => mul_comm _ _

omit [DecidableEq n] in
/-- A Hermitian matrix can be moved from one side of an overlap to the other. -/
theorem hermitian_move {A : Matrix n n ℂ} (hA : A.IsHermitian) (x y : n → ℂ) :
    star (A *ᵥ x) ⬝ᵥ y = star x ⬝ᵥ A *ᵥ y := by
  rw [Matrix.star_mulVec, hA.eq, Matrix.dotProduct_mulVec]

/-- A ground state of a Hermitian `H` is an eigenvector, with its energy as eigenvalue. -/
theorem ground_state_eigenvector {H : Matrix n n ℂ} (hH : H.IsHermitian) {p : n → ℂ}
    (hp : IsGroundState H p) : H *ᵥ p = (energy H p : ℂ) • p := by
  have key : ∀ x, star x ⬝ᵥ (H - (energy H p : ℂ) • (1 : Matrix n n ℂ)) *ᵥ x
      = ((energy H x - energy H p * (star x ⬝ᵥ x).re : ℝ) : ℂ) := by
    intro x
    have h1 : (star x ⬝ᵥ H *ᵥ x).im = 0 :=
      Complex.conj_eq_iff_im.1 ((conj_overlap x _).trans (hermitian_move hH x x))
    have h2 : (star x ⬝ᵥ x).im = 0 := Complex.conj_eq_iff_im.1 (conj_overlap x x)
    rw [sub_mulVec, smul_mulVec, one_mulVec, dotProduct_sub, dotProduct_smul, smul_eq_mul]
    apply Complex.ext
    · simp [energy]
    · simp [h1, h2]
  have hA : (H - (energy H p : ℂ) • (1 : Matrix n n ℂ)).IsHermitian := by
    unfold Matrix.IsHermitian
    rw [conjTranspose_sub, conjTranspose_smul, conjTranspose_one, hH.eq]
    simp
  -- `H - E` is positive semidefinite and has expectation zero in `p`
  have hpsd := PosSemidef.of_dotProduct_mulVec_nonneg hA fun x => by
    rw [key]
    exact Complex.zero_le_real.2 (sub_nonneg.2 (hp.2 x))
  have h0 := (hpsd.dotProduct_mulVec_zero_iff p).1 (by rw [key, hp.1]; simp)
  rwa [sub_mulVec, smul_mulVec, one_mulVec, sub_eq_zero] at h0

omit [DecidableEq n] in
/-- For Hermitian `A` and `B`, the number `-i ⟨p, (AB - BA) p⟩` is real and equals
`2 Im ⟨A p, B p⟩`. -/
theorem commutator_expectation {A B : Matrix n n ℂ} (hA : A.IsHermitian)
    (hB : B.IsHermitian) (p : n → ℂ) :
    -Complex.I * (star p ⬝ᵥ (A * B - B * A) *ᵥ p)
      = ((2 * (star (A *ᵥ p) ⬝ᵥ (B *ᵥ p)).im : ℝ) : ℂ) := by
  have h : star p ⬝ᵥ (A * B - B * A) *ᵥ p
      = star (A *ᵥ p) ⬝ᵥ (B *ᵥ p) - star (star (A *ᵥ p) ⬝ᵥ (B *ᵥ p)) := by
    rw [conj_overlap, hermitian_move hA, hermitian_move hB, sub_mulVec, dotProduct_sub,
      mulVec_mulVec, mulVec_mulVec]
  rw [h]
  generalize star (A *ᵥ p) ⬝ᵥ (B *ᵥ p) = z
  apply Complex.ext <;> simp
  ring

omit [DecidableEq n] in
/-- For vectors `v_a` in a complex space `W`, the real matrix `2 Im ⟨v_a, v_b⟩` has rank at
most twice the complex dimension of `W`. -/
theorem rank_im_overlap_le (W : Submodule ℂ (n → ℂ)) (v : Fin m → n → ℂ)
    (hv : ∀ a, v a ∈ W) :
    (Matrix.of fun a b => 2 * (star (v a) ⬝ᵥ v b).im : Matrix (Fin m) (Fin m) ℝ).rank
      ≤ 2 * Module.finrank ℂ W := by
  let S : (n → ℂ) →ₗ[ℝ] (Fin m → ℝ) :=
    { toFun := fun w a => 2 * (star (v a) ⬝ᵥ w).im
      map_add' := by
        intro x y
        ext a
        change 2 * (star (v a) ⬝ᵥ (x + y)).im
          = 2 * (star (v a) ⬝ᵥ x).im + 2 * (star (v a) ⬝ᵥ y).im
        rw [dotProduct_add, Complex.add_im, mul_add]
      map_smul' := by
        intro c x
        ext a
        change 2 * (star (v a) ⬝ᵥ (c • x)).im = c * (2 * (star (v a) ⬝ᵥ x).im)
        rw [dotProduct_smul, Complex.smul_im, smul_eq_mul]
        ring }
  have hdim : Module.finrank ℝ (W.restrictScalars ℝ) = 2 * Module.finrank ℂ W := by
    have h := Module.finrank_mul_finrank ℝ ℂ W
    rw [Complex.finrank_real_complex] at h
    exact h.symm
  -- the matrix factors through `W`, seen as a real space
  rw [← hdim, Matrix.rank]
  refine (Submodule.finrank_mono ?_).trans (Submodule.finrank_map_le S (W.restrictScalars ℝ))
  rintro _ ⟨c, rfl⟩
  refine ⟨∑ b, c b • v b,
    Submodule.sum_mem _ fun b _ => Submodule.smul_mem _ _ (hv b), ?_⟩
  simp only [map_sum, map_smul]
  ext a
  rw [Finset.sum_apply]
  change ∑ b, c b * (2 * (star (v a) ⬝ᵥ v b).im) = ∑ b, 2 * (star (v a) ⬝ᵥ v b).im * c b
  exact Finset.sum_congr rfl fun b _ => mul_comm _ _

/-- If Hermitian charges commute with `H` and `p` is a unit eigenvector with eigenvalue `E`,
then the level `E` has dimension at least `1 + r/2`, with `r` the rank of the charge matrix. -/
theorem level_degeneracy {H : Matrix n n ℂ} {Q : Fin m → Matrix n n ℂ} {p : n → ℂ} {E : ℂ}
    (hQ : ∀ a, (Q a).IsHermitian) (hc : ∀ a, Q a * H = H * Q a)
    (hp : star p ⬝ᵥ p = 1) (hE : H *ᵥ p = E • p) :
    (chargeMatrix Q p).rank + 2 ≤ 2 * Module.finrank ℂ (level H E) := by
  have hmem : ∀ x, x ∈ level H E ↔ H *ᵥ x = E • x := fun x => by
    rw [level, Module.End.mem_eigenspace_iff, Matrix.toLin'_apply]
  -- remove from `Q_a p` its component along `p`
  let v : Fin m → n → ℂ := fun a => Q a *ᵥ p - (star p ⬝ᵥ Q a *ᵥ p) • p
  have horth : ∀ a, star p ⬝ᵥ v a = 0 := fun a => by
    simp only [v]
    rw [dotProduct_sub, dotProduct_smul, hp, smul_eq_mul, mul_one, sub_self]
  have hv : ∀ a, v a ∈ zeroModes H E p := fun a => by
    refine ⟨?_, horth a⟩
    simp only [v]
    rw [mulVec_sub, mulVec_smul, mulVec_mulVec, ← hc a, ← mulVec_mulVec, hE, mulVec_smul,
      smul_sub, smul_comm E (star p ⬝ᵥ Q a *ᵥ p) p]
  have hreal : ∀ a, (star p ⬝ᵥ Q a *ᵥ p).im = 0 := fun a =>
    Complex.conj_eq_iff_im.1 ((conj_overlap p _).trans (hermitian_move (hQ a) p p))
  -- the subtraction does not change the imaginary parts of the overlaps
  have hM : chargeMatrix Q p = Matrix.of fun a b => 2 * (star (v a) ⬝ᵥ v b).im := by
    ext a b
    have h1 : star (v a) ⬝ᵥ v b = star (Q a *ᵥ p) ⬝ᵥ (Q b *ᵥ p)
        - (star p ⬝ᵥ Q b *ᵥ p) * (star p ⬝ᵥ Q a *ᵥ p) := by
      have h2 : star (v a) ⬝ᵥ v b = star (Q a *ᵥ p) ⬝ᵥ v b := by
        change star (Q a *ᵥ p - (star p ⬝ᵥ Q a *ᵥ p) • p) ⬝ᵥ v b = _
        rw [star_sub, star_smul, sub_dotProduct, smul_dotProduct, horth b, smul_zero, sub_zero]
      rw [h2]
      simp only [v]
      rw [dotProduct_sub, dotProduct_smul, smul_eq_mul, hermitian_move (hQ a) p p]
    simp only [chargeMatrix, Matrix.of_apply]
    rw [commutator_expectation (hQ a) (hQ b), Complex.ofReal_re, h1, Complex.sub_im,
      Complex.mul_im, hreal a, hreal b]
    ring
  -- `p` itself lies in the level but is not a zero mode
  have hlt : zeroModes H E p < level H E := by
    refine lt_of_le_of_ne (fun x hx => (hmem x).2 hx.1) fun h => ?_
    have hpz : p ∈ zeroModes H E p := h ▸ (hmem p).2 hE
    exact one_ne_zero (hp.symm.trans hpz.2)
  have h1 := Submodule.finrank_lt_finrank_of_lt hlt
  have h2 := rank_im_overlap_le (zeroModes H E p) v hv
  rw [← hM] at h2
  omega

/-- If Hermitian charges commute with a Hermitian `H` and `p` is a ground state, then the
ground level has dimension at least `1 + r/2`, with `r` the rank of the charge matrix. -/
theorem ground_degeneracy {H : Matrix n n ℂ} {Q : Fin m → Matrix n n ℂ} {p : n → ℂ}
    (hH : H.IsHermitian) (hQ : ∀ a, (Q a).IsHermitian) (hc : ∀ a, Q a * H = H * Q a)
    (hp : IsGroundState H p) :
    (chargeMatrix Q p).rank + 2 ≤ 2 * Module.finrank ℂ (level H (energy H p)) :=
  level_degeneracy hQ hc hp.1 (ground_state_eigenvector hH hp)

/-- If two of the Hermitian charges commuting with a Hermitian `H` have a commutator with
nonzero expectation in a ground state, the ground level is at least twofold degenerate. -/
theorem degenerate_of_commutator {H : Matrix n n ℂ} {Q : Fin m → Matrix n n ℂ} {p : n → ℂ}
    (hH : H.IsHermitian) (hQ : ∀ a, (Q a).IsHermitian) (hc : ∀ a, Q a * H = H * Q a)
    (hp : IsGroundState H p) {a b : Fin m}
    (hab : star p ⬝ᵥ (Q a * Q b - Q b * Q a) *ᵥ p ≠ 0) :
    2 ≤ Module.finrank ℂ (level H (energy H p)) := by
  by_contra hlt
  have h := ground_degeneracy hH hQ hc hp
  have hr : (chargeMatrix Q p).rank = 0 := by omega
  rw [Matrix.rank, Submodule.finrank_eq_zero, LinearMap.range_eq_bot] at hr
  have h0 : chargeMatrix Q p a b = 0 := by
    simpa using congrFun (LinearMap.congr_fun hr (Pi.single b 1)) a
  simp only [chargeMatrix, Matrix.of_apply] at h0
  have h1 := commutator_expectation (hQ a) (hQ b) p
  rw [h1, Complex.ofReal_re] at h0
  rw [h0, Complex.ofReal_zero] at h1
  exact hab ((mul_eq_zero.1 h1).resolve_left (neg_ne_zero.2 Complex.I_ne_zero))

/-- A three-state Hamiltonian with energies `0, 0, 1`. -/
def doubletH : Matrix (Fin 3) (Fin 3) ℂ := !![0, 0, 0; 0, 0, 0; 0, 0, 1]

/-- The Pauli matrices `σx` and `σy` acting on the first two of three states. -/
def doubletQ : Fin 2 → Matrix (Fin 3) (Fin 3) ℂ :=
  ![!![0, 1, 0; 1, 0, 0; 0, 0, 0], !![0, -Complex.I, 0; Complex.I, 0, 0; 0, 0, 0]]

/-- The doublet with charges `σx`, `σy` and first basis state meets all hypotheses of the
ground-state bound and attains equality: the rank is 2 and the ground level has dimension 2. -/
theorem ground_degeneracy_witness :
    doubletH.IsHermitian ∧ (∀ a, (doubletQ a).IsHermitian) ∧
    (∀ a, doubletQ a * doubletH = doubletH * doubletQ a) ∧
    IsGroundState doubletH ![1, 0, 0] ∧ (chargeMatrix doubletQ ![1, 0, 0]).rank = 2 ∧
    Module.finrank ℂ (level doubletH (energy doubletH ![1, 0, 0])) = 2 := by
  have hH : doubletH.IsHermitian := by
    ext i j
    fin_cases i <;> fin_cases j <;> simp [doubletH]
  have hQ : ∀ a, (doubletQ a).IsHermitian := by
    intro a
    ext i j
    fin_cases a <;> fin_cases i <;> fin_cases j <;> simp [doubletQ]
  have hc : ∀ a, doubletQ a * doubletH = doubletH * doubletQ a := by
    intro a
    ext i j
    fin_cases a <;> fin_cases i <;> fin_cases j <;>
      simp [doubletQ, doubletH, Matrix.mul_apply, Fin.sum_univ_succ]
  have hen : ∀ x, energy doubletH x = (x 2).re ^ 2 + (x 2).im ^ 2 := by
    intro x
    simp [energy, doubletH, Matrix.mulVec, dotProduct, Fin.sum_univ_three]
    ring
  have hE : energy doubletH ![1, 0, 0] = 0 := by
    rw [hen]
    simp
  have hp : IsGroundState doubletH ![1, 0, 0] := by
    refine ⟨by simp [dotProduct, Fin.sum_univ_three], fun x => ?_⟩
    rw [hE, zero_mul, hen]
    positivity
  have hM : chargeMatrix doubletQ ![1, 0, 0] = !![0, 2; -2, 0] := by
    ext a b
    simp only [chargeMatrix, Matrix.of_apply]
    rw [commutator_expectation (hQ a) (hQ b), Complex.ofReal_re]
    fin_cases a <;> fin_cases b <;>
      simp [doubletQ, Matrix.mulVec, dotProduct, Fin.sum_univ_three]
  have hr : (chargeMatrix doubletQ ![1, 0, 0]).rank = 2 := by
    rw [hM, Matrix.rank_of_isUnit _ ((Matrix.isUnit_iff_isUnit_det _).2 ?_), Fintype.card_fin]
    rw [Matrix.det_fin_two_of]
    norm_num
  -- the third basis state has energy 1, so the ground level is not the whole space
  have hne : level doubletH (energy doubletH ![1, 0, 0]) ≠ ⊤ := by
    intro h
    have h3 : (![0, 0, 1] : Fin 3 → ℂ) ∈ level doubletH (energy doubletH ![1, 0, 0]) :=
      h ▸ Submodule.mem_top
    rw [level, Module.End.mem_eigenspace_iff, Matrix.toLin'_apply, hE] at h3
    have h4 := congrFun h3 2
    simp [doubletH, Matrix.mulVec, dotProduct, Fin.sum_univ_three] at h4
  have h1 := Submodule.finrank_lt_finrank_of_lt (lt_top_iff_ne_top.2 hne)
  rw [finrank_top, Module.finrank_fintype_fun_eq_card, Fintype.card_fin] at h1
  have h2 := ground_degeneracy hH hQ hc hp
  exact ⟨hH, hQ, hc, hp, hr, by omega⟩

end

end GoldstoneCharges
```

```lean
#print axioms GoldstoneCharges.degenerate_of_commutator
-- 'GoldstoneCharges.degenerate_of_commutator' depends on axioms: [propext, Classical.choice, Quot.sound]
```

The proof follows the calculation above. `conj_overlap` and `hermitian_move` are the two rules for overlaps: exchange conjugates, and a Hermitian matrix may change sides. `ground_state_eigenvector` shows that $H-E$ is positive semidefinite, then uses Mathlib's fact that zero expectation in such a matrix means that the vector is annihilated; this replaces the eigenvector expansion. `commutator_expectation` is the identity with $2\,\mathrm{Im}\,z$, and it also shows that taking the real part in `chargeMatrix` discards nothing.

`rank_im_overlap_le` does the dimension count. Its map `S` sends $w$ to the list of numbers $2\,\mathrm{Im}\langle v_a,w\rangle$, `hdim` doubles the complex dimension, and the remaining lines show that every vector in the range of the matrix is `S` of some element of `W`.

In `level_degeneracy`, `hv` places the $v_a$ among the `zeroModes`, `hM` rewrites $M$ in terms of them, and `hlt` records that $p$ belongs to the level but not to the zero modes. `omega` combines the two resulting inequalities. `ground_degeneracy` then inserts the eigenvector property. For `degenerate_of_commutator`, assuming $d<2$ forces rank zero, so every entry of $M$ vanishes, contrary to the hypothesis.

`ground_degeneracy_witness` checks the doublet. The nonzero determinant gives rank 2, and the general bound gives $d\ge2$. The third basis state has energy 1, so the ground level isn't the whole three-dimensional space, and $d=2$.
